# For independent electrons in fixed levels, the minimum energy is linear between integer electron numbers

When a calculation with fixed orbital energies is given \(M+f\) electrons, with \(M\) an integer and \(0\le f\le 1\), a simple choice is to fill the lowest \(M\) spin orbitals and put the fraction \(f\) into the next one. For independent electrons in finitely many levels, no other occupation has a lower energy, and the energy obtained lies on the straight line between the values at \(M\) and \(M+1\) electrons.

Approximate density functionals usually give a total energy that is curved between integer electron numbers, and Hubbard corrections are often motivated as a way to reduce this curvature. The result here concerns only the non-interacting case, where the lines follow from filling levels. It does not carry over directly to a self-consistent calculation: in Kohn–Sham theory the levels generally move when the occupations change, and the total energy is not the sum of the occupied orbital energies.

## Levels, occupations and energy

Let there be \(d\) levels with real energies \(e_0\le e_1\le\dots\le e_{d-1}\), each holding at most one electron, so that a spatial orbital with two spin states counts as two levels. Numbering starts at 0, as in Lean's index type `Fin d`. The level \(e_M\) is therefore the \((M+1)\)-th, the first one left empty when \(M\) electrons fill the levels from the bottom.

```lean
import Mathlib

open Finset

namespace FractionalOccupation

noncomputable section

variable {d : ℕ}
```

The sum of the first \(k\) levels is

\[
S(k)=\sum_{i<k} e_i .
\]

In Lean this is `lowestSum e k`. The definition takes the levels in the order given, so its name is justified only when they are sorted. The theorems that need sorting assume `Monotone e`, which allows degenerate levels. Sorting is a matter of labelling and does not restrict the physics.

```lean
/-- The sum of the first `k` levels; for levels in nondecreasing order these are the `k` lowest. -/
def lowestSum (e : Fin d → ℝ) (k : ℕ) : ℝ :=
  ∑ i : Fin d, if (i : ℕ) < k then e i else 0
```

Write \(x_i\) for the occupation of level \(i\). Many textbooks call this \(f_i\); here \(f\) is kept for the fractional part of the electron number. The energy is

\[
E[x]=\sum_i e_i x_i .
\]

```lean
/-- The energy of independent electrons with occupation `x i` of the level `e i`. -/
def energy (e x : Fin d → ℝ) : ℝ := ∑ i, e i * x i
```

An occupation is admissible for \(N\) electrons if \(0\le x_i\le 1\) for every \(i\) and \(\sum_i x_i=N\). The upper bound expresses the Pauli principle, and \(N\) need not be an integer. Admissible occupations exist only for \(0\le N\le d\).

```lean
/-- Occupation numbers between 0 and 1 that add up to the electron number `N`. -/
def IsOccupation (x : Fin d → ℝ) (N : ℝ) : Prop :=
  (∀ i, 0 ≤ x i ∧ x i ≤ 1) ∧ ∑ i, x i = N
```

The candidate for the minimum is the aufbau occupation

\[
a_i=\begin{cases}1 & i<M\\ f & i=M\\ 0 & i>M.\end{cases}
\]

```lean
/-- The aufbau occupation: levels before `M` are full, level `M` holds the fraction `f`,
and later levels are empty. -/
def aufbau (M : Fin d) (f : ℝ) : Fin d → ℝ :=
  fun i => if i < M then 1 else if i = M then f else 0
```

## The energy of the aufbau occupation

Going from \(M\) to \(M+1\) filled levels adds one term to the sum:

\[
S(M+1)=S(M)+e_M .
\]

The proof writes the condition \(i<M+1\) as "\(i<M\) or \(i=M\)" for each term. It checks the three cases from `lt_trichotomy` and then splits the sum in two.

```lean
/-- Adding one electron to the first `M` filled levels costs the energy of the next level
(levels are numbered from 0). -/
theorem lowestSum_succ (e : Fin d → ℝ) (M : Fin d) :
    lowestSum e ((M : ℕ) + 1) = lowestSum e M + e M := by
  have h : ∀ i : Fin d, (if (i : ℕ) < (M : ℕ) + 1 then e i else 0)
      = (if (i : ℕ) < (M : ℕ) then e i else 0) + (if i = M then e i else 0) := by
    intro i
    rcases lt_trichotomy (i : ℕ) (M : ℕ) with h | h | h
    · have h1 : i ≠ M := fun h2 => by rw [h2] at h; exact lt_irrefl _ h
      rw [if_pos (by omega), if_pos h, if_neg h1, add_zero]
    · have h1 : i = M := Fin.ext h
      rw [if_pos (by omega), if_neg (by omega), if_pos h1, zero_add]
    · have h1 : i ≠ M := fun h2 => by rw [h2] at h; exact lt_irrefl _ h
      rw [if_neg (by omega), if_neg (by omega), if_neg h1, add_zero]
  unfold lowestSum
  rw [Finset.sum_congr rfl (fun i _ => h i), Finset.sum_add_distrib]
  simp
```

If every level has energy 1, the recursion becomes \(S(k+1)=S(k)+1\) with \(S(0)=0\). By induction \(S(k)=k\), as long as there are at least \(k\) levels. This special case will serve to count electrons.

```lean
/-- If every level has energy 1, the first `k` of the `d` levels have total energy `k`,
for `k` at most `d`. -/
theorem lowestSum_one (k : ℕ) (hk : k ≤ d) :
    lowestSum (fun _ : Fin d => (1 : ℝ)) k = k := by
  induction k with
  | zero => simp [lowestSum]
  | succ k ih =>
    have h := lowestSum_succ (fun _ : Fin d => (1 : ℝ)) ⟨k, by omega⟩
    have h2 := ih (by omega)
    push_cast
    rw [← h2]
    exact h
```

Inserting \(a\) into the energy gives

\[
E[a]=\sum_{i<M}e_i+f e_M=S(M)+f e_M .
\]

The Lean proof again treats the levels below, at and above \(M\) separately.

```lean
/-- The aufbau occupation has the energy of the first `M` levels plus the fraction `f`
of the next level. -/
theorem energy_aufbau (e : Fin d → ℝ) (M : Fin d) (f : ℝ) :
    energy e (aufbau M f) = lowestSum e M + f * e M := by
  have h : ∀ i : Fin d, e i * aufbau M f i
      = (if (i : ℕ) < (M : ℕ) then e i else 0) + (if i = M then f * e i else 0) := by
    intro i
    rcases lt_trichotomy i M with h | h | h
    · simp [aufbau, h, h.ne]
    · simp [aufbau, h, mul_comm]
    · simp [aufbau, lt_asymm h, h.ne']
  unfold energy lowestSum
  rw [Finset.sum_congr rfl (fun i _ => h i), Finset.sum_add_distrib]
  simp
```

The entries of \(a\) are 1, \(f\) and 0, so they lie between 0 and 1. For the electron number, set all energies to 1 in the last formula. Its left side becomes \(\sum_i a_i\) and its right side \(M+f\). The proof of the second half of `IsOccupation` makes this substitution.

```lean
/-- For a fraction `f` between 0 and 1, the aufbau occupation is an admissible occupation
with `M + f` electrons. -/
theorem aufbau_isOccupation (M : Fin d) {f : ℝ} (h0 : 0 ≤ f) (h1 : f ≤ 1) :
    IsOccupation (aufbau M f) ((M : ℕ) + f) := by
  refine ⟨fun i => ?_, ?_⟩
  · unfold aufbau
    split_ifs
    · exact ⟨zero_le_one, le_rfl⟩
    · exact ⟨h0, h1⟩
    · exact ⟨le_rfl, zero_le_one⟩
  · -- count electrons by setting every level energy to one
    have h := energy_aufbau (fun _ => (1 : ℝ)) M f
    rw [lowestSum_one _ M.isLt.le] at h
    simpa only [energy, one_mul, mul_one] using h
```

## Energy differences measured from level \(M\)

Let \(x\) be any occupation with the same electron number as \(a\). Then

\[
E[x]-E[a]=\sum_i e_i(x_i-a_i)
=\sum_i (e_i-e_M)(x_i-a_i)+e_M\sum_i(x_i-a_i).
\]

The last sum is zero because the electron numbers agree, so

\[
E[x]-E[a]=\sum_i (e_i-e_M)(x_i-a_i).
\]

Lean proves the identity with the shift term still present, by `ring` under the sum, and then removes that term with the hypothesis `hx`.

```lean
/-- At equal electron number, the energy of `x` above the aufbau energy is the sum of the
occupation changes weighted by the level energies measured from level `M`. -/
theorem excess_energy (e x : Fin d → ℝ) (M : Fin d) (f : ℝ)
    (hx : ∑ i, x i = ∑ i, aufbau M f i) :
    energy e x - energy e (aufbau M f) = ∑ i, (e i - e M) * (x i - aufbau M f i) := by
  have h : ∑ i, (e i - e M) * (x i - aufbau M f i)
      = (energy e x - energy e (aufbau M f))
        - e M * (∑ i, x i - ∑ i, aufbau M f i) := by
    unfold energy
    rw [← Finset.sum_sub_distrib, ← Finset.sum_sub_distrib, Finset.mul_sum,
      ← Finset.sum_sub_distrib]
    exact Finset.sum_congr rfl (fun i _ => by ring)
  rw [h, hx]
  ring
```

Every term on the right is nonnegative:

- For \(i<M\), \(e_i-e_M\le 0\) and \(x_i-a_i=x_i-1\le 0\), so the product is nonnegative.
- For \(i=M\), the first factor is zero.
- For \(i>M\), \(e_i-e_M\ge 0\) and \(x_i-a_i=x_i\ge 0\).

The sorting of the levels and the bounds on \(x_i\) enter here. In the first case `nlinarith` is given the product \((e_M-e_i)(1-x_i)\ge 0\), which is the same term with both signs reversed.

```lean
/-- For levels in nondecreasing order and an occupation between 0 and 1, each level
contributes a nonnegative amount to the excess energy over aufbau. -/
theorem excess_term_nonneg {e x : Fin d → ℝ} (he : Monotone e)
    (hx : ∀ i, 0 ≤ x i ∧ x i ≤ 1) (M : Fin d) (f : ℝ) (i : Fin d) :
    0 ≤ (e i - e M) * (x i - aufbau M f i) := by
  rcases lt_trichotomy i M with h | h | h
  · have ha : aufbau M f i = 1 := by simp [aufbau, h]
    rw [ha]
    nlinarith [mul_nonneg (sub_nonneg.2 (he h.le)) (sub_nonneg.2 (hx i).2)]
  · rw [h, sub_self, zero_mul]
  · have ha : aufbau M f i = 0 := by simp [aufbau, lt_asymm h, h.ne']
    rw [ha, sub_zero]
    exact mul_nonneg (sub_nonneg.2 (he h.le)) (hx i).1
```

## The straight line between \(M\) and \(M+1\)

It follows that \(E[x]\ge E[a]\) for every admissible \(x\). The recursion for \(S\) puts the minimum in the form of an interpolation:

\[
(1-f)S(M)+fS(M+1)=S(M)+f e_M=E[a].
\]

The slope of the segment is \(e_M\), the energy of the level being filled.

In the theorem, `energy e '' {x | IsOccupation x (M + f)}` is the set of all energies that admissible occupations can have. `IsLeast` says that the stated value belongs to this set and that no member is smaller. The condition `M < d` ensures that there is a next level to fill; the completely filled system is reached with \(M=d-1\) and \(f=1\).

The proof first turns the natural number `M` into a level index `m` and rewrites the interpolation as the aufbau energy. Membership is then shown by the aufbau occupation itself, and the lower bound by the sum of nonnegative terms.

```lean
/-- Piecewise linearity: for levels in nondecreasing order, `M < d` and `f` between 0 and 1,
the minimum energy of `M + f` electrons over all fractional occupations is the linear
interpolation between the sums of the `M` and the `M + 1` lowest levels. -/
theorem isLeast_energy {e : Fin d → ℝ} (he : Monotone e) {M : ℕ} (hM : M < d)
    {f : ℝ} (h0 : 0 ≤ f) (h1 : f ≤ 1) :
    IsLeast (energy e '' {x | IsOccupation x (M + f)})
      ((1 - f) * lowestSum e M + f * lowestSum e (M + 1)) := by
  obtain ⟨m, rfl⟩ : ∃ m : Fin d, (m : ℕ) = M := ⟨⟨M, hM⟩, rfl⟩
  have ha := aufbau_isOccupation m h0 h1
  have hE : (1 - f) * lowestSum e m + f * lowestSum e ((m : ℕ) + 1)
      = energy e (aufbau m f) := by
    rw [lowestSum_succ, energy_aufbau]
    ring
  rw [hE]
  refine ⟨⟨_, ha, rfl⟩, ?_⟩
  rintro _ ⟨x, hx, rfl⟩
  -- the excess energy is a sum of nonnegative terms
  have h := excess_energy e x m f (hx.2.trans ha.2.symm)
  have hs := Finset.sum_nonneg (fun i (_ : i ∈ univ) => excess_term_nonneg he hx.1 m f i)
  linarith
```

## Which occupations reach the minimum

Suppose \(x\) is admissible and has minimum energy. Then \(E[x]-E[a]=0\), and a sum of nonnegative terms vanishes only if each term does:

\[
(e_i-e_M)(x_i-a_i)=0\quad\text{for every } i .
\]

Wherever \(e_i\ne e_M\), this forces \(x_i=a_i\), which is 1 for levels of energy below \(e_M\) and 0 for levels above. Conversely, if \(x\) has these values, every term vanishes, so \(E[x]=E[a]\) and \(x\) is a minimiser.

A minimiser can therefore have fractional occupations only at the energy \(e_M\). If several levels share that energy, the remaining electrons may be spread over them in any admissible way. If \(e_M\) is non-degenerate, the electron number leaves \(x_M=f\) as the only possibility.

The theorem compares energies, `e i < e M`, and not positions in the list, so degeneracy needs no separate treatment. The auxiliary facts `below` and `above` translate from energies to positions, using the sorted order. The two bullets after `constructor` are the two directions of the argument.

```lean
/-- For levels in nondecreasing order and `f` between 0 and 1, an occupation with `M + f`
electrons has minimum energy exactly when all levels of energy below `e M` are full and all
levels of energy above `e M` are empty. -/
theorem minimiser_iff {e x : Fin d → ℝ} (he : Monotone e) (M : Fin d)
    {f : ℝ} (h0 : 0 ≤ f) (h1 : f ≤ 1) (hx : IsOccupation x ((M : ℕ) + f)) :
    (∀ y, IsOccupation y ((M : ℕ) + f) → energy e x ≤ energy e y) ↔
      (∀ i, e i < e M → x i = 1) ∧ (∀ i, e M < e i → x i = 0) := by
  have ha := aufbau_isOccupation M h0 h1
  have hex := excess_energy e x M f (hx.2.trans ha.2.symm)
  have hnn := fun i (_ : i ∈ univ) => excess_term_nonneg he hx.1 M f i
  have below : ∀ i, e i < e M → aufbau M f i = 1 := by
    intro i hi
    have h : i < M := lt_of_not_ge fun h => not_lt_of_ge (he h) hi
    simp [aufbau, h]
  have above : ∀ i, e M < e i → aufbau M f i = 0 := by
    intro i hi
    have h : M < i := lt_of_not_ge fun h => not_lt_of_ge (he h) hi
    simp [aufbau, lt_asymm h, h.ne']
  constructor
  · intro hmin
    -- a minimiser has no excess energy, so every term vanishes
    have hz : ∑ i, (e i - e M) * (x i - aufbau M f i) = 0 :=
      le_antisymm (by linarith [hmin _ ha]) (Finset.sum_nonneg hnn)
    have hterm := (Finset.sum_eq_zero_iff_of_nonneg hnn).1 hz
    refine ⟨fun i hi => ?_, fun i hi => ?_⟩
    · rcases mul_eq_zero.1 (hterm i (mem_univ i)) with h | h
      · linarith
      · linarith [below i hi]
    · rcases mul_eq_zero.1 (hterm i (mem_univ i)) with h | h
      · linarith
      · linarith [above i hi]
  · rintro ⟨hb, hu⟩ y hy
    have hz : ∑ i, (e i - e M) * (x i - aufbau M f i) = 0 := by
      refine Finset.sum_eq_zero fun i _ => ?_
      rcases lt_trichotomy (e i) (e M) with h | h | h
      · rw [hb i h, below i h, sub_self, mul_zero]
      · rw [h, sub_self, zero_mul]
      · rw [hu i h, above i h, sub_self, mul_zero]
    have hey := excess_energy e y M f (hy.2.trans ha.2.symm)
    have hs := Finset.sum_nonneg
      (fun i (_ : i ∈ univ) => excess_term_nonneg he hy.1 M f i)
    linarith
```

## \(S(k)\) as the lowest energy of \(k\) whole electrons

It remains to confirm that \(S(k)\) is the smallest total energy of \(k\) distinct levels. Let \(s\) be a set of \(n\) levels. If \(n=0\), both energies are zero. Otherwise put \(n=k+1\) and let \(x_i=1\) for \(i\in s\) and \(x_i=0\) elsewhere. This is an admissible occupation with \(k+1\) electrons, so the minimum with \(M=k\) and \(f=1\) gives

\[
S(n)=S(k+1)\le\sum_{i\in s}e_i .
\]

Writing \(n\) as \(k+1\) lets the argument include the set of all \(d\) levels, for which \(M=n\) would violate `M < d`. The endpoints of each segment are thus the ground-state energies of independent electrons at integer number.

```lean
/-- For levels in nondecreasing order, no set of distinct levels has a smaller total energy
than the same number of levels filled from the bottom. -/
theorem lowestSum_card_le {e : Fin d → ℝ} (he : Monotone e) (s : Finset (Fin d)) :
    lowestSum e s.card ≤ ∑ i ∈ s, e i := by
  rcases Nat.eq_zero_or_pos s.card with h | h
  · rw [Finset.card_eq_zero.1 h]
    simp [lowestSum]
  · have hd : s.card ≤ d := by simpa using s.card_le_univ
    obtain ⟨k, hk⟩ : ∃ k, s.card = k + 1 := ⟨s.card - 1, by omega⟩
    -- the set is an occupation by zeros and ones
    have hx : IsOccupation (fun i => if i ∈ s then (1 : ℝ) else 0) ((k : ℝ) + 1) := by
      refine ⟨fun i => ?_, ?_⟩
      · dsimp only
        split_ifs <;> norm_num
      · have hc : (s.card : ℝ) = (k : ℝ) + 1 := by exact_mod_cast hk
        simpa using hc
    have hmin := (isLeast_energy he (by omega : k < d) zero_le_one le_rfl).2 ⟨_, hx, rfl⟩
    rw [hk]
    simpa [energy] using hmin

end

end FractionalOccupation
```

```lean
#print axioms FractionalOccupation.isLeast_energy
-- 'FractionalOccupation.isLeast_energy' depends on axioms: [propext, Classical.choice, Quot.sound]
#print axioms FractionalOccupation.minimiser_iff
-- 'FractionalOccupation.minimiser_iff' depends on axioms: [propext, Classical.choice, Quot.sound]
#print axioms FractionalOccupation.lowestSum_card_le
-- 'FractionalOccupation.lowestSum_card_le' depends on axioms: [propext, Classical.choice, Quot.sound]
```

## Mixtures of integer-electron states

A fractional electron number could also be modelled as a statistical mixture: each set of filled levels receives a probability, and the average number of electrons is fixed at \(M+f\). Then \(x_i\) is the probability that level \(i\) is filled, and the average energy of independent electrons is still \(\sum_i e_i x_i\). Every admissible \(x\) arises in this way, for instance by filling the levels independently with probabilities \(x_i\), so the minimum would be the same.

The statement would need more definitions, but it could be carried over to interacting electrons by giving each many-electron state its own energy. The straight line between neighbouring integers would then follow from a further assumption, namely that the ground-state energy is convex in the integer electron number. This comparison is an informal argument and has no Lean proof here.
